# Finite-dimensional spin multiplets: a top state has 2s a natural number and exactly 2s + 1 rungs

## A spin of 0.3

Suppose that a set of finite spin matrices had a top state with projection \(0.3\). Lowering it would give projections \(-0.7, -1.7, -2.7\) and so on, and nothing would stop the descent. The formula \(2s+1\) for the number of states would give \(1.6\). The commutation relations alone do not exclude this, since in infinite dimension they admit such endless ladders. Finite dimension does exclude it, and the argument needs neither an inner product nor Hermitian operators.

## The operators and the claim

Let \(V\) be a finite-dimensional complex vector space with linear maps \(S_z\), \(S_+\) and \(S_-\). In units of \(\hbar\), they satisfy
\[
[S_z,S_+]=S_+,\qquad [S_z,S_-]=-S_-,\qquad [S_+,S_-]=2S_z .
\]
These are the commutation relations of angular momentum, the generators of rotations, written with \(S_\pm=S_x\pm iS_y\). They are assumed here.

Let \(v\neq0\) satisfy \(S_+v=0\) and \(S_zv=sv\), where \(s\) may be any complex number. Then there is a natural number \(n\), possibly zero, with
\[
2s=n,\qquad (S_-)^{n+1}v=0,\qquad (S_-)^kv\neq0\ \text{ for all } k\le n .
\]

In electronic structure with a finite orbital basis, this fixes the number of components generated by lowering a high-spin state: a state with three unpaired spin-up electrons that \(S_+\) annihilates has \(s=3/2\) and four components.

## Climbing down the ladder

**Each step shifts the eigenvalue.** Let \(T\) and \(A\) be linear maps on \(V\) with \([T,A]=cA\) for a complex number \(c\), and let \(v\neq0\) be any vector with \(Tv=\mu v\), not necessarily a top state. For any \(w\), \(TAw=ATw+cAw\). If \(TA^kv=(\mu+kc)A^kv\), then
\[
TA^{k+1}v=A(\mu+kc)A^kv+cA^{k+1}v=(\mu+(k+1)c)A^{k+1}v .
\]
The case \(k=0\) is the hypothesis, so the formula holds for every \(k\). In particular, \(S_z(S_-)^kv=(s-k)(S_-)^kv\).

**The ladder ends.** If \(c\neq0\), the eigenvalues \(\lambda_k=\mu+kc\) are distinct. Nonzero rungs \(w_k=A^kv\) are then linearly independent. To see this, take a nontrivial relation \(\sum_k a_kw_k=0\) with as few nonzero coefficients as possible, and choose \(j\) with \(a_j\neq0\). Applying \(T-\lambda_j\) gives \(\sum_k a_k(\lambda_k-\lambda_j)w_k=0\), which has one nonzero coefficient fewer. By minimality all its coefficients vanish, so the original relation was \(a_jw_j=0\), which is impossible.

A space of dimension \(d\) has no \(d+1\) independent vectors, so some rung vanishes. The first vanishing rung is not \(v\) itself, and its exponent can be written \(n+1\).

**Raising a lowered state.** The claim is
\[
S_+(S_-)^{k+1}v=(k+1)(2s-k)(S_-)^kv .
\]
For \(k=0\), \(S_+S_-v=S_-S_+v+2S_zv=2sv\). If the formula holds for \(k\), then
\[
\begin{aligned}
S_+(S_-)^{k+2}v
&=S_-S_+(S_-)^{k+1}v+2S_z(S_-)^{k+1}v\\
&=\big[(k+1)(2s-k)+2(s-k-1)\big](S_-)^{k+1}v\\
&=(k+2)(2s-k-1)(S_-)^{k+1}v .
\end{aligned}
\]

**The last rung fixes s.** Put \(k=n\). The left side is zero, so \((n+1)(2s-n)(S_-)^nv=0\). Neither \(n+1\) nor \((S_-)^nv\) vanishes, hence \(2s=n\).

**Two consequences.** The vectors \(v,S_-v,\dots,(S_-)^nv\) are independent, so \(\dim V\ge n+1=2s+1\). Also, let \(m\) be any eigenvalue of \(S_z\), with eigenvector \(v\) not necessarily at the top. Raise \(v\) until its last nonzero rung \((S_+)^kv\). This is a top state with projection \(m+k\), so \(2(m+k)=n\) for some natural number \(n\), and \(2m=n-2k\) is an integer.

## Spin one in numbers

Let \(e_0,e_1,e_2\) be the standard basis of \(\mathbb C^3\), and take
\[
S_z=\begin{pmatrix}1&0&0\\0&0&0\\0&0&-1\end{pmatrix},\quad
S_+=\begin{pmatrix}0&2&0\\0&0&2\\0&0&0\end{pmatrix},\quad
S_-=\begin{pmatrix}0&0&0\\1&0&0\\0&1&0\end{pmatrix}.
\]
The top state is \(e_0\), with \(s=1\). Lowering gives \(e_0\to e_1\to e_2\to0\): three nonzero rungs, and zero at the third application. Raising gives \(S_+e_1=2e_0\) and \(S_+e_2=2e_1\), in agreement with the coefficients \(1\cdot(2-0)=2\) and \(2\cdot(2-1)=2\). The next coefficient is \(3\cdot(2-2)=0\).

These basis vectors are not the usual normalised states. In terms of orthonormal \(|1\rangle,|0\rangle,|{-1}\rangle\), they correspond to \(e_0=|1\rangle\), \(e_1=\sqrt2\,|0\rangle\) and \(e_2=2\,|{-1}\rangle\), and both ladder operators then have the familiar matrix elements \(\sqrt2\).

## Reading the Lean statement

The type `Module.End ℂ V` consists of the linear maps from `V` to itself, and `*` is composition. `IsSpinTriple Sz Sp Sm` states the three commutation relations, with `Sp` for \(S_+\) and `Sm` for \(S_-\). The hypotheses `hv0`, `hp` and `hz` of `spin_quantisation` say that the state is nonzero, that raising annihilates it, and that it has projection `s`.

Since `s` has type `ℂ`, the equation `2 * s = n` is an equality of complex numbers with `n` regarded as one of them. That `s` is real and nonnegative is therefore part of the conclusion. The exponent \(2s+1\) appears as `n + 1`, because a power needs a natural number.

The theorem concerns one top state and the ladder below it. It does not decompose \(V\) into multiplets, and it says nothing about the total-spin operator \(S^2\) or about norms. Finite dimension is a hypothesis, which orbital angular momentum on the full space of wavefunctions does not meet.

```lean
import Mathlib

namespace SpinLadder

variable {V : Type*} [AddCommGroup V] [Module ℂ V]

/-- The commutation relations of the spin projection `Sz` and the ladder operators
`Sp` (raising) and `Sm` (lowering), in units of the reduced Planck constant. -/
structure IsSpinTriple (Sz Sp Sm : Module.End ℂ V) : Prop where
  z_plus : Sz * Sp - Sp * Sz = Sp
  z_minus : Sz * Sm - Sm * Sz = -Sm
  plus_minus : Sp * Sm - Sm * Sp = (2 : ℂ) • Sz

/-- If `[T, A] = c A` and `T v = μ v`, then `k` applications of `A` to `v` give a vector
on which `T` acts as multiplication by `μ + k c`. -/
theorem ladder_weight {T A : Module.End ℂ V} {c μ : ℂ} {v : V}
    (h : T * A - A * T = c • A) (hv : T v = μ • v) (k : ℕ) :
    T ((A ^ k) v) = (μ + (k : ℂ) * c) • (A ^ k) v := by
  induction k with
  | zero => simp [hv]
  | succ k ih =>
    have e := LinearMap.congr_fun h ((A ^ k) v)
    simp only [LinearMap.sub_apply, Module.End.mul_apply, LinearMap.smul_apply] at e
    rw [ih, map_smul] at e
    rw [pow_succ', Module.End.mul_apply, sub_eq_iff_eq_add.mp e]
    push_cast
    module

/-- The first `N` rungs of a ladder with nonzero step `c` are linearly independent
if none of them vanishes. -/
theorem ladder_independent {T A : Module.End ℂ V} {c μ : ℂ} {v : V}
    (h : T * A - A * T = c • A) (hc : c ≠ 0) (hv : T v = μ • v) (N : ℕ)
    (hne : ∀ k < N, (A ^ k) v ≠ 0) :
    LinearIndependent ℂ (fun i : Fin N => (A ^ (i : ℕ)) v) := by
  -- the rungs are eigenvectors of T with pairwise distinct eigenvalues
  refine Module.End.eigenvectors_linearIndependent' T
    (fun i : Fin N => μ + ((i : ℕ) : ℂ) * c) ?_ _ ?_
  · intro i j hij
    have h' : μ + ((i : ℕ) : ℂ) * c = μ + ((j : ℕ) : ℂ) * c := hij
    have h'' : ((i : ℕ) : ℂ) = ((j : ℕ) : ℂ) := mul_right_cancel₀ hc (add_left_cancel h')
    exact Fin.ext (by exact_mod_cast h'')
  · intro i
    exact Module.End.hasEigenvector_iff.mpr
      ⟨Module.End.mem_eigenspace_iff.mpr (ladder_weight h hv i), hne i i.2⟩

/-- In a finite-dimensional space a ladder with nonzero step, started from a nonzero
eigenvector, has a last nonzero rung `n`. -/
theorem ladder_terminates [FiniteDimensional ℂ V] {T A : Module.End ℂ V} {c μ : ℂ} {v : V}
    (h : T * A - A * T = c • A) (hc : c ≠ 0) (hv0 : v ≠ 0) (hv : T v = μ • v) :
    ∃ n : ℕ, (A ^ (n + 1)) v = 0 ∧ ∀ k ≤ n, (A ^ k) v ≠ 0 := by
  classical
  have hex : ∃ k : ℕ, (A ^ k) v = 0 := by
    by_contra hno
    -- otherwise there would be more independent vectors than dimensions
    have hli := ladder_independent h hc hv (Module.finrank ℂ V + 1)
      (fun k _ hk => hno ⟨k, hk⟩)
    have hcard := hli.fintype_card_le_finrank
    rw [Fintype.card_fin] at hcard
    omega
  have hs : (A ^ Nat.find hex) v = 0 := Nat.find_spec hex
  obtain ⟨n, hn⟩ : ∃ n, Nat.find hex = n + 1 := by
    refine Nat.exists_eq_succ_of_ne_zero fun h0 => hv0 ?_
    rw [h0] at hs
    simpa using hs
  rw [hn] at hs
  exact ⟨n, hs, fun k hk => Nat.find_min hex (by omega)⟩

/-- Raising a state obtained by `k + 1` lowerings of a top state returns the state with
`k` lowerings, multiplied by `(k + 1) (2 s - k)`. -/
theorem raise_lowered {Sz Sp Sm : Module.End ℂ V} (h : IsSpinTriple Sz Sp Sm)
    {s : ℂ} {v : V} (hp : Sp v = 0) (hz : Sz v = s • v) (k : ℕ) :
    Sp ((Sm ^ (k + 1)) v) = (((k : ℂ) + 1) * (2 * s - k)) • (Sm ^ k) v := by
  have key : ∀ w, Sp (Sm w) = Sm (Sp w) + (2 : ℂ) • Sz w := fun w => by
    have e := LinearMap.congr_fun h.plus_minus w
    simp only [LinearMap.sub_apply, Module.End.mul_apply, LinearMap.smul_apply] at e
    rw [← e]
    abel
  have wt := ladder_weight (h.z_minus.trans (neg_one_smul ℂ Sm).symm) hz
  induction k with
  | zero =>
    rw [pow_succ', Module.End.mul_apply, key, wt]
    simp only [pow_zero, Module.End.one_apply, hp, map_zero]
    push_cast
    module
  | succ k ih =>
    have e : Sm ((Sm ^ k) v) = (Sm ^ (k + 1)) v := by
      rw [pow_succ', Module.End.mul_apply]
    rw [pow_succ' Sm (k + 1), Module.End.mul_apply, key, wt, ih, map_smul, e]
    push_cast
    module

/-- Quantisation of spin: if a nonzero state with `Sz v = s v` is annihilated by the raising
operator, then `2 s` is a natural number `n`, the lowering operator annihilates the state
after exactly `n + 1` steps, and no earlier. -/
theorem spin_quantisation [FiniteDimensional ℂ V] {Sz Sp Sm : Module.End ℂ V}
    (h : IsSpinTriple Sz Sp Sm) {s : ℂ} {v : V} (hv0 : v ≠ 0)
    (hp : Sp v = 0) (hz : Sz v = s • v) :
    ∃ n : ℕ, 2 * s = n ∧ (Sm ^ (n + 1)) v = 0 ∧ ∀ k ≤ n, (Sm ^ k) v ≠ 0 := by
  obtain ⟨n, hn, hne⟩ := ladder_terminates
    (h.z_minus.trans (neg_one_smul ℂ Sm).symm) (neg_ne_zero.mpr one_ne_zero) hv0 hz
  refine ⟨n, ?_, hn, hne⟩
  -- raising the vanishing rung forces the coefficient (n + 1) (2 s - n) to be zero
  have e := raise_lowered h hp hz n
  rw [hn, map_zero] at e
  have hprod := (smul_eq_zero.mp e.symm).resolve_right (hne n le_rfl)
  have hpos : (n : ℂ) + 1 ≠ 0 := by exact_mod_cast Nat.succ_ne_zero n
  exact sub_eq_zero.mp ((mul_eq_zero.mp hprod).resolve_left hpos)

/-- The `2 s + 1` states obtained by lowering a top state are linearly independent, and
the dimension of the space is at least `2 s + 1`. -/
theorem multiplet_independent [FiniteDimensional ℂ V] {Sz Sp Sm : Module.End ℂ V}
    (h : IsSpinTriple Sz Sp Sm) {s : ℂ} {v : V} (hv0 : v ≠ 0)
    (hp : Sp v = 0) (hz : Sz v = s • v) {n : ℕ} (hn : 2 * s = n) :
    LinearIndependent ℂ (fun i : Fin (n + 1) => (Sm ^ (i : ℕ)) v) ∧
      n + 1 ≤ Module.finrank ℂ V := by
  obtain ⟨m, hm, -, hne⟩ := spin_quantisation h hv0 hp hz
  have hmn : n = m := by exact_mod_cast hn.symm.trans hm
  subst hmn
  have hli := ladder_independent (h.z_minus.trans (neg_one_smul ℂ Sm).symm)
    (neg_ne_zero.mpr one_ne_zero) hz (n + 1) (fun k hk => hne k (by omega))
  refine ⟨hli, ?_⟩
  have hcard := hli.fintype_card_le_finrank
  rwa [Fintype.card_fin] at hcard

/-- Every eigenvalue `m` of the spin projection on a finite-dimensional space is an
integer or half an integer. -/
theorem projection_half_integer [FiniteDimensional ℂ V] {Sz Sp Sm : Module.End ℂ V}
    (h : IsSpinTriple Sz Sp Sm) {m : ℂ} {v : V} (hv0 : v ≠ 0) (hz : Sz v = m • v) :
    ∃ z : ℤ, 2 * m = z := by
  have hs : Sz * Sp - Sp * Sz = (1 : ℂ) • Sp := h.z_plus.trans (one_smul ℂ Sp).symm
  -- climb to the top of the ladder and apply the quantisation theorem there
  obtain ⟨k, hk, hne⟩ := ladder_terminates hs one_ne_zero hv0 hz
  rw [pow_succ', Module.End.mul_apply] at hk
  obtain ⟨n, hn, -⟩ := spin_quantisation h (hne k le_rfl) hk (ladder_weight hs hz k)
  refine ⟨(n : ℤ) - 2 * (k : ℤ), ?_⟩
  push_cast
  linear_combination hn

/-- The spin-one projection matrix. -/
def oneZ : Matrix (Fin 3) (Fin 3) ℂ := !![1, 0, 0; 0, 0, 0; 0, 0, -1]

/-- The spin-one raising matrix, in a basis of unnormalised states. -/
def oneP : Matrix (Fin 3) (Fin 3) ℂ := !![0, 2, 0; 0, 0, 2; 0, 0, 0]

/-- The spin-one lowering matrix, in the same basis. -/
def oneM : Matrix (Fin 3) (Fin 3) ℂ := !![0, 0, 0; 1, 0, 0; 0, 1, 0]

/-- The spin-one matrices obey the spin commutation relations, and the first basis vector
is a nonzero state annihilated by the raising matrix, with projection one. -/
theorem spin_quantisation_witness :
    IsSpinTriple (Matrix.toLin' oneZ) (Matrix.toLin' oneP) (Matrix.toLin' oneM) ∧
      (![1, 0, 0] : Fin 3 → ℂ) ≠ 0 ∧
      Matrix.toLin' oneP ![1, 0, 0] = 0 ∧
      Matrix.toLin' oneZ ![1, 0, 0] = (1 : ℂ) • ![1, 0, 0] := by
  have h1 : oneZ * oneP - oneP * oneZ = oneP := by
    ext i j
    fin_cases i <;> fin_cases j <;>
      simp [oneZ, oneP]
  have h2 : oneZ * oneM - oneM * oneZ = -oneM := by
    ext i j
    fin_cases i <;> fin_cases j <;>
      simp [oneZ, oneM]
  have h3 : oneP * oneM - oneM * oneP = (2 : ℂ) • oneZ := by
    ext i j
    fin_cases i <;> fin_cases j <;>
      simp [oneZ, oneP, oneM]
  refine ⟨⟨?_, ?_, ?_⟩, fun h => by simpa using congrFun h 0, ?_, ?_⟩
  · have e := congrArg Matrix.toLin' h1
    simp only [map_sub, Matrix.toLin'_mul] at e
    exact e
  · have e := congrArg Matrix.toLin' h2
    simp only [map_sub, map_neg, Matrix.toLin'_mul] at e
    exact e
  · have e := congrArg Matrix.toLin' h3
    simp only [map_sub, map_smul, Matrix.toLin'_mul] at e
    exact e
  · funext i
    fin_cases i <;>
      simp [oneP, Matrix.toLin'_apply, Matrix.mulVec, dotProduct, Fin.sum_univ_succ]
  · funext i
    fin_cases i <;>
      simp [oneZ, Matrix.toLin'_apply, Matrix.mulVec, dotProduct, Fin.sum_univ_succ]

end SpinLadder
```

```lean
#print axioms SpinLadder.spin_quantisation
-- 'SpinLadder.spin_quantisation' depends on axioms: [propext, Classical.choice, Quot.sound]
#print axioms SpinLadder.multiplet_independent
-- 'SpinLadder.multiplet_independent' depends on axioms: [propext, Classical.choice, Quot.sound]
#print axioms SpinLadder.projection_half_integer
-- 'SpinLadder.projection_half_integer' depends on axioms: [propext, Classical.choice, Quot.sound]
```

## How the proof follows the ladder

`ladder_weight` is the eigenvalue shift, proved by induction on `k`. `LinearMap.congr_fun` applies the operator identity to the current rung, and `module` collects the scalar coefficients.

`ladder_independent` takes the independence of eigenvectors with distinct eigenvalues from Mathlib. It has to supply two facts: the numbers \(\mu+kc\) are distinct because `c` is nonzero, and each rung is a nonzero eigenvector.

`ladder_terminates` assumes that no rung vanishes and obtains more independent vectors than `Module.finrank ℂ V` allows. `Nat.find` then selects the first vanishing exponent. This exponent is not zero because \(v\neq0\), so it has the form `n + 1`, and all earlier rungs are nonzero.

`raise_lowered` is the coefficient formula. Its local fact `key` is \(S_+S_-w=S_-S_+w+2S_zw\), and `wt` gives the projection \(s-k\) of each rung. The induction combines them as in the displayed calculation.

`spin_quantisation` applies termination to \(S_-\) with step \(-1\), and then the coefficient formula at `n`. The product is zero, `hne n le_rfl` rules out a vanishing vector, and `hpos` rules out the factor \(n+1\). What remains is \(2s-n=0\).

In `multiplet_independent` the number `n` is given by the user through `2 * s = n`. The proof first identifies it with the number found by `spin_quantisation`, then uses `ladder_independent` and compares the count with the dimension. `projection_half_integer` runs the termination lemma upwards, with \(S_+\) and step \(+1\), and applies `spin_quantisation` to the top state it reaches.

`spin_quantisation_witness` checks the spin-one example. The matrix relations are verified entry by entry and carried over to linear maps by `Matrix.toLin'`. The hypotheses of the main theorem are thus satisfied by an actual spin triple and top state.
